# n normalised joint eigenvectors of two Hermitian n × n matrices with distinct eigenvalue pairs form a unitary matrix

The coupled states are described here by a list of vectors with eigenvalue labels, and not by the angular momentum algebra. Two Hermitian matrices $C$ and $Z$ stand for the total angular momentum squared $J^2$ and its projection $J_z$, but no commutation relation is imposed on them. The uncoupled product states and the coupled states have separate index sets, so a list with too few coupled states can be described as well as a complete one.

## Two orthogonality relations and a completeness sum

Let $i,j$ label the $n$ uncoupled basis states and $k,l$ the $m$ coupled states. The coupled state $\psi_k$ has components $\psi_k(i)$, and the coefficient matrix $U$ has entries $U_{ik}=\psi_k(i)$. Assume that every $\psi_k$ has norm 1, that

$$C\psi_k=c_k\psi_k,\qquad Z\psi_k=z_k\psi_k$$

with real $c_k,z_k$, and that the pairs $(c_k,z_k)$ are pairwise distinct. If $m=n$, then

$$\sum_i \overline{\psi_k(i)}\,\psi_l(i)=\delta_{kl},\qquad
\sum_k \psi_k(i)\,\overline{\psi_k(j)}=\delta_{ij},\qquad
\sum_k|\psi_k\rangle\langle\psi_k|=1 .$$

The distinctness condition says physically that the two quantum numbers identify a coupled state completely. This is the situation for two angular momenta of fixed size, where each total $J$ occurs once.

## Changing between product and coupled bases

A finite-dimensional spin code that transforms amplitudes to the coupled basis with $U^\dagger$ and back with $U$ relies on $UU^\dagger=1$ to recover the original state. Testing only $U^\dagger U=1$ does not detect a missing coupled state, because the remaining columns are still orthonormal. Under the assumptions above, counting the columns settles the matter.

## From distinct labels to a unitary matrix

**Orthogonality.** Let $A$ be Hermitian with $Av=av$ and $Aw=bw$, where $a$ and $b$ are real. Then

$$a\langle v|w\rangle=\langle Av|w\rangle=\langle v|Aw\rangle=b\langle v|w\rangle,$$

so $(a-b)\langle v|w\rangle=0$. If $a\ne b$, the overlap vanishes.

For $k\ne l$ the pairs $(c_k,z_k)$ and $(c_l,z_l)$ differ. If $c_k\ne c_l$, take $A=C$. If $c_k=c_l$, then $z_k\ne z_l$, and $A=Z$ does the job. With the normalisation this gives

$$(U^\dagger U)_{kl}=\sum_i\overline{\psi_k(i)}\,\psi_l(i)=\delta_{kl}.$$

The number of coupled states has played no part so far.

**Completeness.** If $m=n$, relabelling the columns makes $U$ square. A left inverse of a square matrix is also a right inverse, so $UU^\dagger=1$. Conversely, if $UU^\dagger=1$, then

$$n=\operatorname{tr}(UU^\dagger)=\operatorname{tr}(U^\dagger U)=m .$$

Thus $UU^\dagger=1$ holds exactly when $m=n$. Its entries are

$$(UU^\dagger)_{ij}=\sum_k\psi_k(i)\,\overline{\psi_k(j)}=\delta_{ij},$$

and the same sum is the $(i,j)$ entry of $\sum_k|\psi_k\rangle\langle\psi_k|$.

**Consequences for a complete list.** Any state $\varphi$ satisfies

$$\varphi=UU^\dagger\varphi=\sum_k\langle\psi_k|\varphi\rangle\,\psi_k .$$

The eigenvalue equations, written column by column, read $CU=U\operatorname{diag}(c)$ and $ZU=U\operatorname{diag}(z)$. Multiplying on the right by $U^\dagger$ gives

$$C=U\operatorname{diag}(c)U^\dagger,\qquad Z=U\operatorname{diag}(z)U^\dagger .$$

Since diagonal matrices commute, $CZU=U\operatorname{diag}(c)\operatorname{diag}(z)=ZCU$, and a further multiplication by $U^\dagger$ gives $CZ=ZC$.

**Two spins one half.** In the basis $\uparrow\uparrow,\uparrow\downarrow,\downarrow\uparrow,\downarrow\downarrow$ with $\hbar=1$,

$$S^2=\begin{pmatrix}2&0&0&0\\0&1&1&0\\0&1&1&0\\0&0&0&2\end{pmatrix},\qquad
S_z=\operatorname{diag}(1,0,0,-1).$$

The outer basis states have the pairs $(2,1)$ and $(2,-1)$. On the middle block, $(1,1)/\sqrt2$ has $S^2$ eigenvalue $1+1=2$ and $(1,-1)/\sqrt2$ has $1-1=0$, both with $S_z=0$. The four pairs are distinct, although $S^2$ repeats the value 2 and $S_z$ repeats the value 0.

## The Lean file

```lean
import Mathlib

open Matrix

namespace ClebschGordanOrthogonality

noncomputable section

variable {ι κ : Type*} [Fintype ι]

/-- `C` and `Z` are Hermitian, and the states `ψ k` are normalised joint eigenvectors with
real eigenvalue pairs `(c k, z k)` that are pairwise distinct. -/
structure IsJointEigenfamily (C Z : Matrix ι ι ℂ) (ψ : κ → ι → ℂ) (c z : κ → ℝ) : Prop where
  hermC : C.IsHermitian
  hermZ : Z.IsHermitian
  eigC : ∀ k, C *ᵥ ψ k = (c k : ℂ) • ψ k
  eigZ : ∀ k, Z *ᵥ ψ k = (z k : ℂ) • ψ k
  unit : ∀ k, star (ψ k) ⬝ᵥ ψ k = 1
  distinct : ∀ k l, k ≠ l → (c k, z k) ≠ (c l, z l)

/-- The matrix of coupling coefficients: column `k` holds the components of the coupled
state `ψ k` in the uncoupled basis. -/
def cgMatrix (ψ : κ → ι → ℂ) : Matrix ι κ ℂ := Matrix.of fun i k => ψ k i

/-- Eigenvectors of a Hermitian matrix with different real eigenvalues are orthogonal. -/
theorem orthogonal_of_eigenvalue_ne {A : Matrix ι ι ℂ} (hA : A.IsHermitian) {v w : ι → ℂ}
    {a b : ℝ} (hv : A *ᵥ v = (a : ℂ) • v) (hw : A *ᵥ w = (b : ℂ) • w) (hab : a ≠ b) :
    star v ⬝ᵥ w = 0 := by
  -- move `A` from the bra to the ket
  have h : star (A *ᵥ v) ⬝ᵥ w = star v ⬝ᵥ (A *ᵥ w) := by
    rw [Matrix.star_mulVec, hA.eq, Matrix.dotProduct_mulVec]
  have hs : star ((a : ℂ) • v) = (a : ℂ) • star v := by
    ext i
    simp
  rw [hv, hw, hs, smul_dotProduct, dotProduct_smul] at h
  simp only [smul_eq_mul] at h
  have h0 : ((a : ℂ) - b) * (star v ⬝ᵥ w) = 0 := by linear_combination h
  have hne : (a : ℂ) ≠ b := by exact_mod_cast hab
  exact (mul_eq_zero.mp h0).resolve_left (sub_ne_zero.mpr hne)

variable {C Z : Matrix ι ι ℂ} {ψ : κ → ι → ℂ} {c z : κ → ℝ} [DecidableEq κ]

/-- Normalised joint eigenvectors with distinct eigenvalue pairs are orthonormal. -/
theorem IsJointEigenfamily.orthonormal (h : IsJointEigenfamily C Z ψ c z) (k l : κ) :
    star (ψ k) ⬝ᵥ ψ l = if k = l then 1 else 0 := by
  by_cases hkl : k = l
  · rw [if_pos hkl, ← hkl]
    exact h.unit k
  · rw [if_neg hkl]
    by_cases hc : c k = c l
    · -- equal `C` eigenvalues, so the `Z` eigenvalues differ
      have hz : z k ≠ z l := fun hz => h.distinct k l hkl (by rw [hc, hz])
      exact orthogonal_of_eigenvalue_ne h.hermZ (h.eigZ k) (h.eigZ l) hz
    · exact orthogonal_of_eigenvalue_ne h.hermC (h.eigC k) (h.eigC l) hc

/-- The coefficient matrix satisfies `U† U = 1`, whatever the number of coupled states. -/
theorem IsJointEigenfamily.conjTranspose_mul_self (h : IsJointEigenfamily C Z ψ c z) :
    (cgMatrix ψ)ᴴ * cgMatrix ψ = 1 := by
  ext k l
  rw [Matrix.one_apply, ← h.orthonormal k l]
  simp only [Matrix.mul_apply, Matrix.conjTranspose_apply, cgMatrix, Matrix.of_apply,
    dotProduct, Pi.star_apply]

variable [Fintype κ]

/-- If every `ψ k` is an eigenvector of `A` with eigenvalue `a k`, then `A U = U diag(a)`. -/
theorem mul_cgMatrix {A : Matrix ι ι ℂ} {a : κ → ℝ} (hA : ∀ k, A *ᵥ ψ k = (a k : ℂ) • ψ k) :
    A * cgMatrix ψ = cgMatrix ψ * Matrix.diagonal fun k => (a k : ℂ) := by
  ext i k
  rw [Matrix.mul_diagonal]
  show (A *ᵥ ψ k) i = ψ k i * (a k : ℂ)
  rw [hA k, Pi.smul_apply, smul_eq_mul, mul_comm]

variable [DecidableEq ι]

/-- The relation `U U† = 1` holds exactly when there are as many coupled states as
uncoupled basis states. -/
theorem IsJointEigenfamily.self_mul_conjTranspose_iff (h : IsJointEigenfamily C Z ψ c z) :
    cgMatrix ψ * (cgMatrix ψ)ᴴ = 1 ↔ Fintype.card κ = Fintype.card ι := by
  constructor
  · -- compare the traces of `U U†` and `U† U`
    intro hc
    have t := Matrix.trace_mul_comm (cgMatrix ψ) (cgMatrix ψ)ᴴ
    rw [hc, h.conjTranspose_mul_self] at t
    simp only [Matrix.trace_one] at t
    exact_mod_cast t.symm
  · -- relabel the columns to get a square matrix `V`
    intro hcard
    have e : κ ≃ ι := Fintype.equivOfCardEq hcard
    obtain ⟨V, hV⟩ : ∃ V : Matrix ι ι ℂ, ∀ i a, V i a = ψ (e.symm a) i :=
      ⟨Matrix.of fun i a => ψ (e.symm a) i, fun _ _ => rfl⟩
    have h1 : Vᴴ * V = 1 := by
      ext a b
      have hone : (1 : Matrix ι ι ℂ) a b = if e.symm a = e.symm b then 1 else 0 := by
        by_cases hab : a = b
        · have he : e.symm a = e.symm b := by rw [hab]
          rw [Matrix.one_apply, if_pos hab, if_pos he]
        · have he : ¬ e.symm a = e.symm b := fun h' => hab (e.symm.injective h')
          rw [Matrix.one_apply, if_neg hab, if_neg he]
      rw [hone, ← h.orthonormal (e.symm a) (e.symm b)]
      simp only [Matrix.mul_apply, Matrix.conjTranspose_apply, hV, dotProduct, Pi.star_apply]
    -- a left inverse of a square matrix is a right inverse
    have h2 : V * Vᴴ = 1 := _root_.mul_eq_one_comm.mp h1
    ext i j
    have h3 : (V * Vᴴ) i j = (1 : Matrix ι ι ℂ) i j := by rw [h2]
    rw [← h3]
    simp only [Matrix.mul_apply, Matrix.conjTranspose_apply, hV, cgMatrix, Matrix.of_apply]
    exact (Equiv.sum_comp e.symm (fun k => ψ k i * star (ψ k j))).symm

/-- With as many coupled as uncoupled states, both orthogonality relations for the components `ψ k i`
hold and the projectors `|ψ k⟩⟨ψ k|` sum to the identity. -/
theorem IsJointEigenfamily.clebschGordan_relations (h : IsJointEigenfamily C Z ψ c z)
    (hcard : Fintype.card κ = Fintype.card ι) :
    (∀ k l, ∑ i, star (ψ k i) * ψ l i = if k = l then 1 else 0) ∧
    (∀ i j, ∑ k, ψ k i * star (ψ k j) = if i = j then 1 else 0) ∧
    ∑ k, Matrix.vecMulVec (ψ k) (star (ψ k)) = 1 := by
  have hc := h.self_mul_conjTranspose_iff.mpr hcard
  have h2 : ∀ i j, ∑ k, ψ k i * star (ψ k j) = if i = j then 1 else 0 := by
    intro i j
    have h3 : (cgMatrix ψ * (cgMatrix ψ)ᴴ) i j = (1 : Matrix ι ι ℂ) i j := by rw [hc]
    simpa only [Matrix.mul_apply, Matrix.conjTranspose_apply, cgMatrix, Matrix.of_apply,
      Matrix.one_apply] using h3
  refine ⟨fun k l => ?_, h2, ?_⟩
  · simpa only [dotProduct, Pi.star_apply] using h.orthonormal k l
  · ext i j
    rw [Matrix.sum_apply]
    simp only [Matrix.vecMulVec_apply, Pi.star_apply, Matrix.one_apply]
    exact h2 i j

/-- For `n` normalised joint eigenvectors of two Hermitian `n × n` matrices with distinct
eigenvalue pairs, the matrix of columns is unitary, and both orthogonality relations and the
completeness sum hold. -/
theorem cgMatrix_unitary {φ : ι → ι → ℂ} {p q : ι → ℝ} (h : IsJointEigenfamily C Z φ p q) :
    cgMatrix φ ∈ Matrix.unitaryGroup ι ℂ ∧
    (∀ k l, ∑ i, star (φ k i) * φ l i = if k = l then 1 else 0) ∧
    (∀ i j, ∑ k, φ k i * star (φ k j) = if i = j then 1 else 0) ∧
    ∑ k, Matrix.vecMulVec (φ k) (star (φ k)) = 1 := by
  refine ⟨Matrix.mem_unitaryGroup_iff.mpr ?_, h.clebschGordan_relations rfl⟩
  rw [Matrix.star_eq_conjTranspose]
  exact h.self_mul_conjTranspose_iff.mpr rfl

/-- With as many coupled as uncoupled states, every state is the sum of the coupled states
weighted by its overlaps `⟨ψ k|φ⟩`. -/
theorem IsJointEigenfamily.expansion (h : IsJointEigenfamily C Z ψ c z)
    (hcard : Fintype.card κ = Fintype.card ι) (φ : ι → ℂ) :
    φ = ∑ k, (star (ψ k) ⬝ᵥ φ) • ψ k := by
  have hc := h.self_mul_conjTranspose_iff.mpr hcard
  have h1 : cgMatrix ψ *ᵥ ((cgMatrix ψ)ᴴ *ᵥ φ) = φ := by
    rw [Matrix.mulVec_mulVec, hc, Matrix.one_mulVec]
  ext i
  rw [Finset.sum_apply]
  calc φ i = (cgMatrix ψ *ᵥ ((cgMatrix ψ)ᴴ *ᵥ φ)) i := (congrFun h1 i).symm
    _ = ∑ k, ψ k i * (star (ψ k) ⬝ᵥ φ) := by rfl
    _ = ∑ k, ((star (ψ k) ⬝ᵥ φ) • ψ k) i :=
        Finset.sum_congr rfl fun k _ => by rw [Pi.smul_apply, smul_eq_mul, mul_comm]

/-- With as many coupled as uncoupled states, `C = U diag(c) U†` and `Z = U diag(z) U†`. -/
theorem IsJointEigenfamily.spectral_resolution (h : IsJointEigenfamily C Z ψ c z)
    (hcard : Fintype.card κ = Fintype.card ι) :
    C = cgMatrix ψ * (Matrix.diagonal fun k => (c k : ℂ)) * (cgMatrix ψ)ᴴ ∧
    Z = cgMatrix ψ * (Matrix.diagonal fun k => (z k : ℂ)) * (cgMatrix ψ)ᴴ := by
  have hc := h.self_mul_conjTranspose_iff.mpr hcard
  constructor
  · rw [← mul_cgMatrix h.eigC, Matrix.mul_assoc, hc, Matrix.mul_one]
  · rw [← mul_cgMatrix h.eigZ, Matrix.mul_assoc, hc, Matrix.mul_one]

/-- With as many coupled as uncoupled states, `C` and `Z` commute. -/
theorem IsJointEigenfamily.commute (h : IsJointEigenfamily C Z ψ c z)
    (hcard : Fintype.card κ = Fintype.card ι) : C * Z = Z * C := by
  have hc := h.self_mul_conjTranspose_iff.mpr hcard
  have key : ∀ Dc Dz : Matrix κ κ ℂ, C * cgMatrix ψ = cgMatrix ψ * Dc →
      Z * cgMatrix ψ = cgMatrix ψ * Dz → Dc * Dz = Dz * Dc →
      C * Z * cgMatrix ψ = Z * C * cgMatrix ψ := by
    intro Dc Dz hC hZ hD
    calc C * Z * cgMatrix ψ = C * (Z * cgMatrix ψ) := Matrix.mul_assoc _ _ _
      _ = C * cgMatrix ψ * Dz := by rw [hZ, Matrix.mul_assoc]
      _ = cgMatrix ψ * (Dc * Dz) := by rw [hC, Matrix.mul_assoc]
      _ = cgMatrix ψ * (Dz * Dc) := by rw [hD]
      _ = Z * cgMatrix ψ * Dc := by rw [hZ, Matrix.mul_assoc]
      _ = Z * (C * cgMatrix ψ) := by rw [hC, Matrix.mul_assoc]
      _ = Z * C * cgMatrix ψ := (Matrix.mul_assoc _ _ _).symm
  -- diagonal matrices commute
  have hU := key _ _ (mul_cgMatrix h.eigC) (mul_cgMatrix h.eigZ) (by
    rw [Matrix.diagonal_mul_diagonal, Matrix.diagonal_mul_diagonal]
    exact congrArg Matrix.diagonal (funext fun k => mul_comm _ _))
  calc C * Z = C * Z * cgMatrix ψ * (cgMatrix ψ)ᴴ := by
        rw [Matrix.mul_assoc (C * Z), hc, Matrix.mul_one]
    _ = Z * C * cgMatrix ψ * (cgMatrix ψ)ᴴ := by rw [hU]
    _ = Z * C := by rw [Matrix.mul_assoc (Z * C), hc, Matrix.mul_one]

/-- Total spin squared of two spins one half in the basis `↑↑, ↑↓, ↓↑, ↓↓`, with `ħ = 1`. -/
def totalSpinSq : Matrix (Fin 4) (Fin 4) ℂ :=
  !![2, 0, 0, 0; 0, 1, 1, 0; 0, 1, 1, 0; 0, 0, 0, 2]

/-- Total spin projection of two spins one half in the basis `↑↑, ↑↓, ↓↑, ↓↓`, with `ħ = 1`. -/
def totalSpinZ : Matrix (Fin 4) (Fin 4) ℂ :=
  !![1, 0, 0, 0; 0, 0, 0, 0; 0, 0, 0, 0; 0, 0, 0, -1]

/-- The amplitude `1 / √2`. -/
def invSqrtTwo : ℂ := (((Real.sqrt 2)⁻¹ : ℝ) : ℂ)

/-- The four states `↑↑`, `(↑↓ + ↓↑)/√2`, `↓↓` and `(↑↓ - ↓↑)/√2`. -/
def twoSpinState : Fin 4 → Fin 4 → ℂ :=
  ![![1, 0, 0, 0], ![0, invSqrtTwo, invSqrtTwo, 0], ![0, 0, 0, 1],
    ![0, invSqrtTwo, -invSqrtTwo, 0]]

/-- The four two-spin states are normalised joint eigenvectors of total spin squared and
total projection with the distinct pairs `(2, 1)`, `(2, 0)`, `(2, -1)`, `(0, 0)`. -/
theorem isJointEigenfamily_witness :
    IsJointEigenfamily totalSpinSq totalSpinZ twoSpinState ![2, 2, 2, 0] ![1, 0, -1, 0] := by
  have hs : starRingEnd ℂ invSqrtTwo = invSqrtTwo := Complex.conj_ofReal _
  have hr : invSqrtTwo * invSqrtTwo = 1 / 2 := by
    unfold invSqrtTwo
    rw [← Complex.ofReal_mul, ← mul_inv, Real.mul_self_sqrt (by norm_num : (0 : ℝ) ≤ 2)]
    norm_num
  refine ⟨?_, ?_, ?_, ?_, ?_, ?_⟩
  · show totalSpinSqᴴ = totalSpinSq
    ext i j
    fin_cases i <;> fin_cases j <;> simp [totalSpinSq, Matrix.conjTranspose_apply]
  · show totalSpinZᴴ = totalSpinZ
    ext i j
    fin_cases i <;> fin_cases j <;> simp [totalSpinZ, Matrix.conjTranspose_apply]
  · intro k
    ext i
    fin_cases k <;> fin_cases i <;>
      simp [totalSpinSq, twoSpinState, Matrix.mulVec, dotProduct, Fin.sum_univ_succ] <;> ring
  · intro k
    ext i
    fin_cases k <;> fin_cases i <;>
      simp [totalSpinZ, twoSpinState, Matrix.mulVec, dotProduct, Fin.sum_univ_succ]
  · intro k
    fin_cases k <;> simp [twoSpinState, dotProduct, Fin.sum_univ_succ, hs] <;>
      linear_combination 2 * hr
  · intro k l hkl
    fin_cases k <;> fin_cases l <;>
      first
        | exact absurd rfl hkl
        | (simp; done)
        | (simp; norm_num)

end

end ClebschGordanOrthogonality
```

```lean
#print axioms ClebschGordanOrthogonality.cgMatrix_unitary
#print axioms ClebschGordanOrthogonality.IsJointEigenfamily.expansion
#print axioms ClebschGordanOrthogonality.IsJointEigenfamily.spectral_resolution
#print axioms ClebschGordanOrthogonality.IsJointEigenfamily.commute
```

```
'ClebschGordanOrthogonality.cgMatrix_unitary' depends on axioms: [propext, Classical.choice, Quot.sound]
'ClebschGordanOrthogonality.IsJointEigenfamily.expansion' depends on axioms: [propext, Classical.choice, Quot.sound]
'ClebschGordanOrthogonality.IsJointEigenfamily.spectral_resolution' depends on axioms: [propext, Classical.choice, Quot.sound]
'ClebschGordanOrthogonality.IsJointEigenfamily.commute' depends on axioms: [propext, Classical.choice, Quot.sound]
```

## How the Lean statements encode the physics

The finite types `ι` and `κ` index the uncoupled and coupled states. A state is a function `ι → ℂ`, and `ψ k i` is the amplitude $\psi_k(i)$. The expression `star (ψ k) ⬝ᵥ ψ l` is the inner product with the first factor conjugated, and `C *ᵥ ψ k` is the matrix acting on the state. The structure `IsJointEigenfamily` collects the assumptions: two Hermitian matrices, two eigenvalue equations, normalisation and distinct pairs. The eigenvalues have type `ℝ` and are converted to complex numbers where they multiply a state.

`cgMatrix` is $U$, with coupled states as columns. `cgMatrix_unitary` treats the case in which both index types are `ι`, so the equality of the two counts is automatic; membership in `Matrix.unitaryGroup ι ℂ` is unitarity. For different index types, `clebschGordan_relations` takes the equality of the counts as the hypothesis `hcard`. In both theorems the projector $|\psi_k\rangle\langle\psi_k|$ is written with `Matrix.vecMulVec`.

## How the proof follows the derivation

`orthogonal_of_eigenvalue_ne` moves the Hermitian matrix from bra to ket, inserts the eigenvalues and cancels the nonzero factor $a-b$. `orthonormal` splits into the cases $k=l$, equal `C` eigenvalues and different `C` eigenvalues. `conjTranspose_mul_self` reads the result as $U^\dagger U=1$.

In `self_mul_conjTranspose_iff`, one direction compares traces by `Matrix.trace_mul_comm`. The other uses a bijection `e` between the index types to build a square matrix `V`, applies `mul_eq_one_comm` to reverse the product, and carries the sum back to the original labels. `clebschGordan_relations` then extracts the entries.

`mul_cgMatrix` supplies the columnwise eigenvalue equation. `spectral_resolution` and `commute` combine it with $UU^\dagger=1$ as in the derivation, while `expansion` uses only $UU^\dagger=1$. `isJointEigenfamily_witness` checks the two-spin example entry by entry, using $(1/\sqrt2)^2=1/2$ for the two superpositions of $\uparrow\downarrow$ and $\downarrow\uparrow$.

## Phases, repeated labels and rounding

The relations hold for any choice of phase of each $\psi_k$. They therefore cannot detect that some coupled states have been multiplied as a whole by $-1$: such a table is still unitary, but its coefficients may disagree with those of another code. A sign changed in only some of the nonzero components of one coupled state is a different matter and can break the relations.

The label `c k` is the eigenvalue of $J^2$, which is $J(J+1)$ for $\hbar=1$, and not $J$ itself. The file neither derives the allowed values of $J$ nor constructs coefficients for general spins. The two-spin matrices are entered explicitly and not built from single-spin operators.

Distinct pairs are an assumption about the input. Three spins one half have two independent doublets with the same total spin, so $S^2$ and $S_z$ alone do not separate a complete set of coupled states, and the theorem does not apply to it with these two labels.

All equalities are exact over the complex numbers. They give a numerical test its target values, while the tolerance for eigenvectors computed in floating point, especially near a degeneracy, needs a separate error estimate.
